# The optimal fixed weight in depth-one Anderson mixing for mode eigenvalues in $[0,\rho]$, $0<\rho<1$

For an affine fixed-point iteration whose error modes have real eigenvalues $\mu\in[0,\rho]$, with $0<\rho<1$, the fixed depth-one Anderson weight
$$b_\ast=\frac{1-s}{1+s},\qquad s=\sqrt{1-\rho},$$
keeps every characteristic root in the disc $|z|\le 1-s$. If $\rho$ is itself one of the eigenvalues, no other fixed weight, real or complex, does so, and none gives a smaller disc.

In electronic structure this describes an SCF iteration linearised about its solution, with the weight held constant; Anderson mixing as usually run recomputes the weight at each step from the residuals. The assumption $\mu\in[0,\rho]$ stands for error components that the unaccelerated map shrinks without changing their sign. Sufficient damping produces this situation when the Jacobian of the residual $x-F(x)$, for an SCF map $F$, has real positive eigenvalues.

```lean
import Mathlib

open Complex

namespace AndersonDepthOne

noncomputable section
```

Let $g(x)=Mx+c$, with $M$ linear on a complex vector space. From the current iterate $x$ and the previous iterate $y$, the next one is $g(x)+b\,(g(x)-g(y))$.

```lean
/-- One depth-one Anderson step with fixed weight `b` for the affine map `x ↦ M x + c`,
computed from the current iterate `x` and the previous iterate `y`. -/
def andersonStep {V : Type*} [AddCommGroup V] [Module ℂ V]
    (M : V →ₗ[ℂ] V) (c : V) (b : ℂ) (x y : V) : V :=
  (M x + c) + b • ((M x + c) - (M y + c))
```

To a weight $b$ and an eigenvalue $\mu$ belongs the polynomial $p(z)=z^2-(1+b)\mu z+b\mu$. In Lean, `modePoly` takes complex arguments, and real weights and eigenvalues are coerced to `ℂ`.

```lean
/-- The characteristic polynomial of an error mode with eigenvalue `μ` and weight `b`. -/
def modePoly (b μ z : ℂ) : ℂ := z ^ 2 - (1 + b) * μ * z + b * μ
```

The weight $b_\ast$ and the radius $1-s$ get their own names.

```lean
/-- The weight `(1 - s) / (1 + s)` with `s = √(1 - ρ)`, for `ρ ≤ 1`. -/
def optimalWeight (ρ : ℝ) : ℝ := (1 - √(1 - ρ)) / (1 + √(1 - ρ))

/-- The number `1 - √(1 - ρ)`, for `ρ ≤ 1`. -/
def optimalRate (ρ : ℝ) : ℝ := 1 - √(1 - ρ)
```

## (a) From the iteration to the quadratic

Let $g(x_\ast)=x_\ast$ and $Mv=\mu v$ with $v\ne0$. Show that the sequence $x_k=x_\ast+z^k v$ satisfies
$$x_{k+2}=g(x_{k+1})+b\,\bigl(g(x_{k+1})-g(x_k)\bigr)\ \text{ for all } k\ge0\quad\Longleftrightarrow\quad p(z)=0.$$

**Solution.** For every scalar $a$, $g(x_\ast+av)=x_\ast+a\mu v$. The left side minus the right side is therefore
$$\bigl(z^{k+2}-(1+b)\mu z^{k+1}+b\mu z^k\bigr)v=z^k p(z)\,v.$$
If this vanishes for $k=0$, then $p(z)=0$, because $v\neq0$. Conversely, $p(z)=0$ makes it vanish for every $k$.

In the proof, `hM` is the action of $g$ and `key` is the displayed difference. The space may have any dimension and needs no norm.

```lean
/-- An error `z ^ k • v` along an eigenvector `v` follows the Anderson iteration
around a fixed point exactly when `z` is a root of the mode polynomial. -/
theorem mode_iff {V : Type*} [AddCommGroup V] [Module ℂ V]
    (M : V →ₗ[ℂ] V) (c xs v : V) (b μ z : ℂ)
    (hfix : M xs + c = xs) (hv : M v = μ • v) (hv0 : v ≠ 0) :
    (∀ k : ℕ, xs + z ^ (k + 2) • v =
      andersonStep M c b (xs + z ^ (k + 1) • v) (xs + z ^ k • v)) ↔
    modePoly b μ z = 0 := by
  have hM : ∀ a : ℂ, M (xs + a • v) + c = xs + (a * μ) • v := by
    intro a
    rw [map_add, map_smul, hv]
    linear_combination (norm := module) hfix
  -- the defect of the recursion is the mode polynomial times the eigenvector
  have key : ∀ k : ℕ, xs + z ^ (k + 2) • v -
      andersonStep M c b (xs + z ^ (k + 1) • v) (xs + z ^ k • v) =
      (z ^ k * modePoly b μ z) • v := by
    intro k
    simp only [andersonStep, hM, modePoly]
    module
  constructor
  · intro h
    have h0 := key 0
    rw [sub_eq_zero.mpr (h 0)] at h0
    have h1 := (smul_eq_zero.mp h0.symm).resolve_right hv0
    simpa using h1
  · intro h k
    apply sub_eq_zero.mp
    rw [key k, h, mul_zero, zero_smul]
```

## (b) A two-mode example

Take $M(x,y)=(x/2,\,y/4)$ and $c=(1,3)$.

```lean
/-- A linear map on two decoupled modes with eigenvalues `1/2` and `1/4`. -/
def twoModeMap : (ℂ × ℂ) →ₗ[ℂ] (ℂ × ℂ) :=
  LinearMap.prodMap ((1 / 2 : ℂ) • LinearMap.id) ((1 / 4 : ℂ) • LinearMap.id)
```

Verify a fixed point and an eigenvector as required in (a):
$$M(2,4)+(1,3)=(2,4),\qquad M(1,0)=\tfrac12(1,0),\qquad (1,0)\neq 0.$$

**Solution.** $M(2,4)=(1,1)$, and adding $(1,3)$ gives $(2,4)$. Also $M(1,0)=(1/2,0)$. Lean compares the components.

```lean
/-- The two-mode map with shift `(1, 3)` has the fixed point `(2, 4)` and the
nonzero eigenvector `(1, 0)` with eigenvalue `1/2`. -/
theorem mode_iff_witness :
    twoModeMap (2, 4) + (1, 3) = (2, 4) ∧
    twoModeMap (1, 0) = (1 / 2 : ℂ) • ((1, 0) : ℂ × ℂ) ∧ ((1, 0) : ℂ × ℂ) ≠ 0 := by
  refine ⟨?_, ?_, ?_⟩
  · apply Prod.ext <;> norm_num [twoModeMap]
  · apply Prod.ext <;> norm_num [twoModeMap]
  · simp
```

## (c) The modulus of the roots

Let $b,\mu$ be real with $((1+b)\mu)^2\le4b\mu$. Show that every root of $p$ satisfies
$$|z|^2=b\mu.$$

**Solution.** Write $z=x+iy$. The real and imaginary parts of $p(z)=0$ are
$$x^2-y^2-(1+b)\mu x+b\mu=0,\qquad y\,\bigl(2x-(1+b)\mu\bigr)=0.$$
If $y\ne0$, the second equation gives $x=(1+b)\mu/2$. If $y=0$, completing the square in the first gives
$$\bigl(x-(1+b)\mu/2\bigr)^2=\tfrac14((1+b)\mu)^2-b\mu\le0,$$
so $x$ has the same value. Substituting $y^2$ from the first equation,
$$x^2+y^2=2x^2-(1+b)\mu x+b\mu=b\mu.$$

These are the steps `hre`, `him` and `hx`, followed by the final `linear_combination`.

```lean
/-- For real weight and eigenvalue with nonpositive discriminant, every root of the
mode polynomial has squared modulus `b * μ`. -/
theorem norm_sq_of_root {b μ : ℝ} {z : ℂ} (hd : ((1 + b) * μ) ^ 2 ≤ 4 * b * μ)
    (hz : modePoly b μ z = 0) : ‖z‖ ^ 2 = b * μ := by
  have hre : z.re ^ 2 - z.im ^ 2 - (1 + b) * μ * z.re + b * μ = 0 := by
    have h := congrArg Complex.re hz
    simp only [modePoly, pow_two, add_re, sub_re, mul_re, one_re, ofReal_re, ofReal_im,
      add_im, mul_im, one_im, zero_re] at h
    linear_combination h
  have him : 2 * z.re * z.im - (1 + b) * μ * z.im = 0 := by
    have h := congrArg Complex.im hz
    simp only [modePoly, pow_two, add_re, sub_im, mul_re, one_re, ofReal_re, ofReal_im,
      add_im, mul_im, one_im, zero_im] at h
    linear_combination h
  -- the real part is half the sum of the roots, whether or not the root is real
  have hx : z.re = (1 + b) * μ / 2 := by
    by_cases hy : z.im = 0
    · rw [hy] at hre
      have h : (z.re - (1 + b) * μ / 2) ^ 2 = 0 :=
        le_antisymm (by nlinarith) (sq_nonneg _)
      exact sub_eq_zero.mp ((pow_eq_zero_iff two_ne_zero).mp h)
    · exact mul_left_cancel₀ hy (by linear_combination him / 2)
  rw [Complex.sq_norm, Complex.normSq_apply]
  linear_combination -hre + 2 * z.re * hx
```

## (d) Two identities for the weight

For $\rho\le1$, show that
$$b_\ast\rho=(1-s)^2,\qquad(1+b_\ast)^2\rho=4b_\ast.$$

**Solution.** Since $\rho=1-s^2=(1-s)(1+s)$, the first identity follows by cancelling $1+s$. Since $1+b_\ast=2/(1+s)$,
$$(1+b_\ast)^2\rho=\frac{4(1-s)}{1+s}=4b_\ast.$$

Lean works from $s^2=1-\rho$ (`hs`) and $b_\ast(1+s)=1-s$ (`hb`).

```lean
/-- For `ρ ≤ 1`, the weight `b = optimalWeight ρ` satisfies `b * ρ = optimalRate ρ ^ 2` and `(1 + b)
^ 2 * ρ = 4 * b`. -/
theorem optimalWeight_identities {ρ : ℝ} (h1 : ρ ≤ 1) :
    optimalWeight ρ * ρ = optimalRate ρ ^ 2 ∧
    (1 + optimalWeight ρ) ^ 2 * ρ = 4 * optimalWeight ρ := by
  have hs : √(1 - ρ) ^ 2 = 1 - ρ := Real.sq_sqrt (by linarith)
  have hne : 1 + √(1 - ρ) ≠ 0 := by positivity
  have hb : optimalWeight ρ * (1 + √(1 - ρ)) = 1 - √(1 - ρ) := div_mul_cancel₀ _ hne
  unfold optimalRate
  constructor
  · linear_combination optimalWeight ρ * hs + (1 - √(1 - ρ)) * hb
  · linear_combination (1 + optimalWeight ρ) ^ 2 * hs +
      ((1 + optimalWeight ρ) * (1 - √(1 - ρ)) - 2) * hb
```

## (e) A product that does not depend on the weight

Let $\rho\le1$ and let $b$ be any complex number. Show that $p$ at $\mu=\rho$ has roots $z,w$, possibly equal, with
$$zw=b\rho,\qquad|1-z|\,|1-w|=s^2.$$

**Solution.** Let $z,w$ be the two roots from the quadratic formula. Their product is the constant term $b\rho$, and
$$(1-z)(1-w)=p(1)=1-(1+b)\rho+b\rho=1-\rho=s^2.$$
Take absolute values.

Lean obtains a complex square root `d` of the discriminant and checks the claims on the explicit roots.

```lean
/-- For `ρ ≤ 1` and any complex weight `b`, the mode `μ = ρ` has roots `z` and `w`, possibly equal,
with product `b * ρ`, whose distances from `1` multiply to `√(1 - ρ) ^ 2`. -/
theorem root_pair {ρ : ℝ} (h1 : ρ ≤ 1) (b : ℂ) :
    ∃ z w : ℂ, modePoly b ρ z = 0 ∧ modePoly b ρ w = 0 ∧ z * w = b * ρ ∧
      ‖1 - z‖ * ‖1 - w‖ = √(1 - ρ) ^ 2 := by
  obtain ⟨d, hd⟩ := IsAlgClosed.exists_pow_nat_eq
    (((1 + b) * ρ) ^ 2 - 4 * (b * ρ)) (n := 2) (by norm_num)
  refine ⟨((1 + b) * ρ + d) / 2, ((1 + b) * ρ - d) / 2, ?_, ?_, ?_, ?_⟩
  · unfold modePoly
    linear_combination hd / 4
  · unfold modePoly
    linear_combination hd / 4
  · linear_combination -hd / 4
  · have hs : √(1 - ρ) ^ 2 = 1 - ρ := Real.sq_sqrt (by linarith)
    have h : (1 - ((1 + b) * ρ + d) / 2) * (1 - ((1 + b) * ρ - d) / 2)
        = ((1 - ρ : ℝ) : ℂ) := by
      push_cast
      linear_combination -hd / 4
    rw [← norm_mul, h, Complex.norm_real, Real.norm_of_nonneg (by linarith), hs]
```

## (f) Two touching discs

Let $s$ be real, $|z|\le1-s$ and $|1-z|\le s$. Show that
$$z=1-s.$$

**Solution.** We have $\operatorname{Re}z\le|z|\le1-s$ and $1-\operatorname{Re}z\le|1-z|\le s$. Hence $\operatorname{Re}z=|z|=1-s$, which forces $\operatorname{Im}z=0$.

```lean
/-- The discs of radius `1 - s` about `0` and radius `s` about `1` meet only at `1 - s`. -/
theorem eq_of_touching {s : ℝ} {z : ℂ} (h0 : ‖z‖ ≤ 1 - s) (h1 : ‖1 - z‖ ≤ s) :
    z = ((1 - s : ℝ) : ℂ) := by
  have ha := Complex.re_le_norm z
  have hb := Complex.re_le_norm (1 - z)
  rw [sub_re, one_re] at hb
  have hn : ‖z‖ = z.re := by linarith
  have hq := Complex.sq_norm z
  rw [Complex.normSq_apply, hn] at hq
  have him : z.im = 0 := mul_self_eq_zero.mp (by linarith)
  apply Complex.ext
  · rw [ofReal_re]
    linarith
  · rw [ofReal_im, him]
```

## (g) Bound, optimality and uniqueness

Let $0<\rho<1$. Show three things:

1. For $b=b_\ast$ and every $\mu\in[0,\rho]$, all roots satisfy $|z|\le1-s$.
2. For every complex $b$, some root at $\mu=\rho$ satisfies $|z|\ge1-s$.
3. If all roots at $\mu=\rho$ satisfy $|z|\le1-s$, then $b=b_\ast$.

**Solution.** For the first claim, (d) gives
$$(1+b_\ast)^2\mu^2\le(1+b_\ast)^2\rho\mu=4b_\ast\mu.$$
So (c) applies, and $|z|^2=b_\ast\mu\le b_\ast\rho=(1-s)^2$.

For the second, take $z,w$ from (e). If both moduli were below $1-s$, then $|1-z|\ge1-|z|>s$ and likewise $|1-w|>s$. Their product would exceed $s^2$, a contradiction.

For the third, the same estimate gives $|1-z|\ge s$ and $|1-w|\ge s$. Their product is $s^2$ with $s>0$, so both equal $s$. By (f), $z=w=1-s$, hence $b\rho=(1-s)^2=b_\ast\rho$, and $\rho\ne0$ gives $b=b_\ast$.

The three bullets of the Lean proof follow these paragraphs; `hdist` is the estimate $1-|z|\le|1-z|$. The theorem bounds characteristic roots, not the error norm after a given number of steps: at $\mu=\rho$ the optimal root is double, which also admits errors proportional to $k(1-s)^k$.

```lean
/-- For `0 < ρ < 1` the optimal weight puts all roots for `μ ∈ [0, ρ]` in the disc of
radius `1 - √(1 - ρ)`. No complex weight gives a smaller radius at `μ = ρ`, and only the
optimal weight attains this one. -/
theorem anderson_optimal {ρ : ℝ} (h0 : 0 < ρ) (h1 : ρ < 1) :
    (∀ μ : ℝ, 0 ≤ μ → μ ≤ ρ → ∀ z : ℂ,
      modePoly (optimalWeight ρ) μ z = 0 → ‖z‖ ≤ optimalRate ρ) ∧
    (∀ b : ℂ, ∃ z : ℂ, modePoly b ρ z = 0 ∧ optimalRate ρ ≤ ‖z‖) ∧
    (∀ b : ℂ, (∀ z : ℂ, modePoly b ρ z = 0 → ‖z‖ ≤ optimalRate ρ) →
      b = optimalWeight ρ) := by
  have hs : √(1 - ρ) ^ 2 = 1 - ρ := Real.sq_sqrt (by linarith)
  have hpos : 0 < √(1 - ρ) := Real.sqrt_pos.mpr (by linarith)
  have hle : √(1 - ρ) ≤ 1 := by nlinarith
  obtain ⟨hprod, hdisc⟩ := optimalWeight_identities h1.le
  -- a root of modulus m lies at distance at least 1 - m from 1
  have hdist : ∀ z : ℂ, 1 - ‖z‖ ≤ ‖1 - z‖ := by
    intro z
    simpa using norm_sub_norm_le (1 : ℂ) z
  refine ⟨?_, ?_, ?_⟩
  · intro μ hμ hμρ z hz
    have hb : 0 ≤ optimalWeight ρ := div_nonneg (by linarith) (by linarith)
    have hr : 0 ≤ optimalRate ρ := sub_nonneg.mpr hle
    have hd : ((1 + optimalWeight ρ) * μ) ^ 2 ≤ 4 * optimalWeight ρ * μ := by
      rw [← hdisc]
      nlinarith [mul_nonneg (mul_nonneg (sq_nonneg (1 + optimalWeight ρ)) hμ)
        (sub_nonneg.mpr hμρ)]
    have hn := norm_sq_of_root hd hz
    have hm := mul_le_mul_of_nonneg_left hμρ hb
    by_contra hlt
    have hlt' := lt_of_not_ge hlt
    nlinarith
  · intro b
    obtain ⟨z, w, hz, hw, -, hzw⟩ := root_pair h1.le b
    by_contra hcon
    push Not at hcon
    have hz' := hcon z hz
    have hw' := hcon w hw
    unfold optimalRate at hz' hw'
    have ha : √(1 - ρ) < ‖1 - z‖ := by linarith [hdist z]
    have hb : √(1 - ρ) < ‖1 - w‖ := by linarith [hdist w]
    nlinarith [mul_pos (sub_pos.mpr ha) (sub_pos.mpr hb)]
  · intro b hall
    obtain ⟨z, w, hz, hw, hbρ, hzw⟩ := root_pair h1.le b
    have hz' : ‖z‖ ≤ 1 - √(1 - ρ) := hall z hz
    have hw' : ‖w‖ ≤ 1 - √(1 - ρ) := hall w hw
    have ha : √(1 - ρ) ≤ ‖1 - z‖ := by linarith [hdist z]
    have hb : √(1 - ρ) ≤ ‖1 - w‖ := by linarith [hdist w]
    -- both distances from 1 are forced to equal s, so both roots equal 1 - s
    have ha' : ‖1 - z‖ ≤ √(1 - ρ) := by
      refine le_of_mul_le_mul_right ?_ hpos
      nlinarith [mul_le_mul_of_nonneg_left hb (norm_nonneg (1 - z))]
    have hb' : ‖1 - w‖ ≤ √(1 - ρ) := by
      refine le_of_mul_le_mul_right ?_ hpos
      nlinarith [mul_le_mul_of_nonneg_left ha (norm_nonneg (1 - w))]
    have hρ : (ρ : ℂ) ≠ 0 := Complex.ofReal_ne_zero.mpr h0.ne'
    apply mul_right_cancel₀ hρ
    rw [← hbρ, eq_of_touching hz' ha', eq_of_touching hw' hb', ← Complex.ofReal_mul,
      ← Complex.ofReal_mul, hprod, optimalRate, pow_two]
```

## (h) Comparison with the plain iteration

Let $0<\rho<1$. Show that for $b=0$ and $\mu=\rho$ the number $\rho$ is a root of $p$, and that
$$1-s<\rho.$$

**Solution.** With $b=0$ the step is $x\mapsto g(x)$ and $p(z)=z^2-\rho z$, which vanishes at $z=\rho$. Since $0<s<1$,
$$\rho-(1-s)=(1-s^2)-(1-s)=s(1-s)>0.$$

```lean
/-- With weight zero the mode `μ = ρ` has the root `ρ`, and the optimal rate is
strictly smaller than `ρ`. -/
theorem faster_than_plain {ρ : ℝ} (h0 : 0 < ρ) (h1 : ρ < 1) :
    modePoly 0 ρ ρ = 0 ∧ optimalRate ρ < ρ := by
  have hs : √(1 - ρ) ^ 2 = 1 - ρ := Real.sq_sqrt (by linarith)
  have hpos : 0 < √(1 - ρ) := Real.sqrt_pos.mpr (by linarith)
  have hlt : √(1 - ρ) < 1 := by nlinarith
  constructor
  · unfold modePoly
    ring
  · unfold optimalRate
    nlinarith [mul_pos hpos (sub_pos.mpr hlt)]

end

end AndersonDepthOne
```

```lean
#print axioms AndersonDepthOne.mode_iff
-- 'AndersonDepthOne.mode_iff' depends on axioms: [propext, Classical.choice, Quot.sound]
#print axioms AndersonDepthOne.anderson_optimal
-- 'AndersonDepthOne.anderson_optimal' depends on axioms: [propext, Classical.choice, Quot.sound]
#print axioms AndersonDepthOne.faster_than_plain
-- 'AndersonDepthOne.faster_than_plain' depends on axioms: [propext, Classical.choice, Quot.sound]
```

## The numbers for $\rho=3/4$

Here $s=1/2$, $b_\ast=1/3$ and the radius is $1/2$. At $\mu=3/4$,
$$p(z)=z^2-z+\tfrac14=\bigl(z-\tfrac12\bigr)^2,$$
so both roots lie on the boundary of the disc. At $\mu=1/2$ the polynomial is $z^2-\tfrac23z+\tfrac16$, with discriminant $-\tfrac29$ and $|z|=1/\sqrt6\approx0.41$. The plain iteration multiplies the slowest mode by $3/4$ per step.
